# Dawson's function as the causal partner of a Gaussian line

If a computed absorption line is broadened into a Gaussian and its dispersive part is left unbroadened, the two no longer belong to one causal response: transformed back to time, they describe a system that reacts before it is driven. For a single Gaussian line, the matching part is a multiple of the Dawson function, taken at the distance from the line's centre in units of $\sqrt2$ standard deviations.

## From Gaussian memory to the Dawson function

For a line centred at angular frequency $\omega_0$ with standard deviation $\sigma$, let $x=(\omega-\omega_0)/(\sqrt2\,\sigma)$ be the dimensionless detuning, $t$ the time in units of $1/(\sqrt2\,\sigma)$, and

$$F(x)=e^{-x^2}\int_0^x e^{s^2}ds,\qquad \chi(x)=\int_0^\infty w(x,t)\,dt,\qquad w(x,t)=e^{-t^2/4}e^{ixt}.$$

The memory $e^{-t^2/4}$ is postulated. It stands for dephasing by a static Gaussian spread of transition frequencies. Only the resonance at $\omega_0$ is kept; a response that is real in time also has a mirror term at $-\omega_0$. The claim is $\chi=\sqrt\pi\,e^{-x^2}+2iF$.

The product rule gives $F'=-2xF+e^{-x^2}e^{x^2}=1-2xF$.

In time, $\partial_t w=ixw-\tfrac12tw$. Since $w(x,0)=1$ and $w\to0$ at late times, integration gives $-1=ix\chi-\tfrac12M$ with $M=\int_0^\infty tw\,dt$, so $M=2+2ix\chi$. Differentiating $\chi$ under the integral,

$$\chi'=iM=2i-2x\chi.$$

Therefore

$$\frac{d}{dx}\left[e^{x^2}(\chi-2iF)\right]=e^{x^2}\left[2x(\chi-2iF)+2i-2x\chi-2i(1-2xF)\right]=0.$$

At $x=0$ the bracket on the left equals $\int_0^\infty e^{-t^2/4}dt=\sqrt\pi$, which proves the claim.

At $x=\tfrac12$, integrating the series of $e^{s^2}$ gives $0.5+0.04167+0.00313+0.00019+\dots\approx0.5450$. With $e^{-1/4}\approx0.7788$ this yields $F\approx0.4244$ and $\chi\approx1.3804+0.8489\,i$.

## The principal value with its two sides paired

The Kramers-Kronig relation for this response is

$$\operatorname{Im}\chi(x)=\frac1\pi\int_0^\infty\frac{\operatorname{Re}\chi(x-u)-\operatorname{Re}\chi(x+u)}{u}\,du,$$

where $u$ is the distance from the pole. Because $e^{-(x\mp u)^2}=e^{-x^2}e^{\pm2xu-u^2}$, it suffices to find

$$T(x)=\int_0^\infty\frac{e^{2xu-u^2}-e^{-2xu-u^2}}{u}\,du.$$

Differentiation removes the $1/u$, and the two half-lines join:

$$T'(x)=2\int_{-\infty}^{\infty}e^{2xu-u^2}du=2\sqrt\pi\,e^{x^2}.$$

With $T(0)=0$, $T=2\sqrt\pi\int_0^xe^{s^2}ds$, so the paired integral of $e^{-x^2}$ is $2\sqrt\pi F$. Multiplying by $\sqrt\pi/\pi$ gives $2F=\operatorname{Im}\chi$.

## Definitions in Lean

```lean
import Mathlib

open MeasureTheory Set Filter Topology
open Complex (I)
open scoped Real

namespace DawsonKramersKronig

noncomputable section

/-- The Dawson function `F(x) = exp(-x²) ∫₀ˣ exp(s²) ds`. -/
def dawson (x : ℝ) : ℝ := Real.exp (-x ^ 2) * ∫ s in (0 : ℝ)..x, Real.exp (s ^ 2)

/-- An oscillation of frequency `x` at time `t`, damped by the Gaussian memory `exp(-t²/4)`. -/
def dampedWave (x t : ℝ) : ℂ :=
  ((Real.exp (-t ^ 2 / 4) : ℝ) : ℂ) * Complex.exp (((x * t : ℝ) : ℂ) * I)

/-- The causal response at frequency `x`: the damped wave integrated over positive times. -/
def gaussianResponse (x : ℝ) : ℂ := ∫ t in Ioi (0 : ℝ), dampedWave x t
```

`dawson`, `dampedWave` and `gaussianResponse` are $F$, $w$ and $\chi$. Causality enters through `Ioi 0`, the positive times. In this convention absorption is the real part; multiplying $\chi$ by $i$ gives the usual susceptibility convention, with absorption in the imaginary part.

```lean
/-- The Gaussian `exp(-u²)` tilted by the factor `exp(2yu)`. -/
def tilt (y u : ℝ) : ℝ := Real.exp (2 * y * u - u ^ 2)
```

## The two differential equations

`HasDerivAt f c x` says that $f$ is differentiable at $x$ with derivative $c$.

```lean
/-- The Dawson function obeys `F' = 1 - 2xF`. -/
theorem hasDerivAt_dawson (x : ℝ) : HasDerivAt dawson (1 - 2 * x * dawson x) x := by
  have hsq : HasDerivAt (fun y : ℝ => y ^ 2) (2 * x) x := by simpa using hasDerivAt_pow 2 x
  have hc : Continuous fun s : ℝ => Real.exp (s ^ 2) := by fun_prop
  have h := hsq.fun_neg.exp.fun_mul (hc.integral_hasStrictDerivAt 0 x).hasDerivAt
  have hE : Real.exp (-x ^ 2) * Real.exp (x ^ 2) = 1 := by
    rw [← Real.exp_add, neg_add_cancel, Real.exp_zero]
  refine HasDerivAt.congr_deriv h ?_
  unfold dawson
  linear_combination hE
```

The next three lemmas supply the envelope, the time derivative and the convergence of the integrals.

```lean
/-- The magnitude of the damped wave is its Gaussian envelope. -/
theorem norm_dampedWave (x t : ℝ) : ‖dampedWave x t‖ = Real.exp (-t ^ 2 / 4) := by
  rw [dampedWave, norm_mul, Complex.norm_exp_ofReal_mul_I, mul_one, Complex.norm_real,
    Real.norm_eq_abs, Real.abs_exp]

/-- The rate of change in time of the damped wave. -/
theorem hasDerivAt_dampedWave (x t : ℝ) : HasDerivAt (dampedWave x)
    (x * I * dampedWave x t - 1 / 2 * (t * dampedWave x t)) t := by
  have hsq : HasDerivAt (fun y : ℝ => y ^ 2) (2 * t) t := by simpa using hasDerivAt_pow 2 t
  have h1 := (hsq.fun_neg.div_const 4).exp.ofReal_comp
  have h2 := (((hasDerivAt_id' t).const_mul x).ofReal_comp.mul_const I).cexp
  refine HasDerivAt.congr_deriv (h1.fun_mul h2) ?_
  unfold dampedWave
  push_cast
  ring

/-- The damped wave and its first moment in time are integrable, as is the moment of the
envelope. -/
theorem integrable_dampedWave (x : ℝ) : Integrable (dampedWave x) ∧
    Integrable (fun t : ℝ => (t : ℂ) * dampedWave x t) ∧
    Integrable (fun t : ℝ => t * Real.exp (-t ^ 2 / 4)) := by
  have e : ∀ t : ℝ, Real.exp (-t ^ 2 / 4) = Real.exp (-(1 / 4) * t ^ 2) := fun t => by
    congr 1; ring
  have hG : Integrable (fun t : ℝ => Real.exp (-t ^ 2 / 4)) := by
    simp only [e]
    exact integrable_exp_neg_mul_sq (by norm_num)
  have hM : Integrable (fun t : ℝ => t * Real.exp (-t ^ 2 / 4)) := by
    simp only [e]
    exact integrable_mul_exp_neg_mul_sq (by norm_num)
  have hc : Continuous (dampedWave x) :=
    continuous_iff_continuousAt.2 fun t => (hasDerivAt_dampedWave x t).continuousAt
  refine ⟨hG.mono' hc.aestronglyMeasurable (ae_of_all _ fun t => (norm_dampedWave x t).le),
    hM.mono (Complex.continuous_ofReal.mul hc).aestronglyMeasurable
      (ae_of_all _ fun t => le_of_eq ?_), hM⟩
  simp only [norm_mul, Complex.norm_real, norm_dampedWave, Real.norm_eq_abs, Real.abs_exp]
```

The moment $M$ follows from the fundamental theorem of calculus on the half-line, with `hlim` as the late-time limit.

```lean
/-- The first time moment of the damped wave, expressed through the response. -/
theorem first_moment (x : ℝ) : ∫ t in Ioi (0 : ℝ), (t : ℂ) * dampedWave x t =
    2 + 2 * x * I * gaussianResponse x := by
  obtain ⟨h0, h1, -⟩ := integrable_dampedWave x
  have ha := (h0.const_mul (x * I)).integrableOn (s := Ioi (0 : ℝ))
  have hb := (h1.const_mul (1 / 2)).integrableOn (s := Ioi (0 : ℝ))
  -- the wave dies out at late times
  have hlim : Tendsto (dampedWave x) atTop (𝓝 0) := by
    rw [tendsto_zero_iff_norm_tendsto_zero]
    have hq : Tendsto (fun t : ℝ => t ^ 2 / 4) atTop atTop :=
      (tendsto_pow_atTop two_ne_zero).atTop_div_const (by norm_num)
    refine (Real.tendsto_exp_neg_atTop_nhds_zero.comp hq).congr fun t => ?_
    simp only [Function.comp_apply, norm_dampedWave, neg_div]
  have h := integral_Ioi_of_hasDerivAt_of_tendsto'
    (fun t _ => hasDerivAt_dampedWave x t) (ha.sub hb) hlim
  have hw : dampedWave x 0 = 1 := by simp [dampedWave]
  rw [integral_sub ha hb, integral_const_mul, integral_const_mul, hw] at h
  unfold gaussianResponse
  linear_combination (-2) * h
```

The proof turns on `hasDerivAt_integral_of_dominated_loc_of_deriv_le`, which moves a derivative inside an integral. It asks for an integrable bound on the integrand's parameter derivative that holds throughout a neighbourhood of the chosen point. Here $te^{-t^2/4}$ serves for every frequency at once.

```lean
/-- The response obeys the differential equation `χ' = 2i - 2xχ` in frequency. -/
theorem hasDerivAt_gaussianResponse (x : ℝ) :
    HasDerivAt gaussianResponse (2 * I - 2 * x * gaussianResponse x) x := by
  have h := (hasDerivAt_integral_of_dominated_loc_of_deriv_le
    (μ := volume.restrict (Ioi (0 : ℝ))) (F := dampedWave)
    (F' := fun y t => I * ((t : ℂ) * dampedWave y t))
    (bound := fun t => ‖t * Real.exp (-t ^ 2 / 4)‖) (Metric.ball_mem_nhds x one_pos)
    (Eventually.of_forall fun y => (integrable_dampedWave y).1.integrableOn.aestronglyMeasurable)
    (integrable_dampedWave x).1.integrableOn
    ((integrable_dampedWave x).2.1.const_mul I).integrableOn.aestronglyMeasurable
    (ae_of_all _ fun t y _ => le_of_eq (by
      simp only [norm_mul, Complex.norm_I, one_mul, Complex.norm_real, norm_dampedWave,
        Real.norm_eq_abs, Real.abs_exp]))
    (integrable_dampedWave x).2.2.norm.integrableOn
    (ae_of_all _ fun t y _ => by
      have h := (((hasDerivAt_id' y).mul_const t).ofReal_comp.mul_const I).cexp.const_mul
        ((Real.exp (-t ^ 2 / 4) : ℝ) : ℂ)
      refine HasDerivAt.congr_deriv h ?_
      unfold dampedWave
      push_cast
      ring)).2
  refine HasDerivAt.congr_deriv h ?_
  rw [integral_const_mul, first_moment]
  linear_combination 2 * x * gaussianResponse x * Complex.I_sq
```

## The response in closed form

In the theorem below, `hg` is the vanishing derivative, `hc` the resulting constancy and `h0` the value $\sqrt\pi$. It holds for every real `x`, with no further hypothesis.

```lean
/-- The causal response with Gaussian memory is `√π exp(-x²) + 2iF(x)`: a Gaussian line as real
part and twice the Dawson function as imaginary part. -/
theorem gaussianResponse_eq (x : ℝ) : gaussianResponse x =
    ((√π * Real.exp (-x ^ 2) : ℝ) : ℂ) + ((2 * dawson x : ℝ) : ℂ) * I := by
  -- `exp(y²) (χ - 2iF)` does not depend on `y`
  have hg : ∀ y : ℝ, HasDerivAt (fun y : ℝ => ((Real.exp (y ^ 2) : ℝ) : ℂ) *
      (gaussianResponse y - 2 * I * (dawson y : ℂ))) 0 y := fun y => by
    have hsq : HasDerivAt (fun y : ℝ => y ^ 2) (2 * y) y := by simpa using hasDerivAt_pow 2 y
    have h := hsq.exp.ofReal_comp.fun_mul ((hasDerivAt_gaussianResponse y).fun_sub
      ((hasDerivAt_dawson y).ofReal_comp.const_mul (2 * I)))
    refine HasDerivAt.congr_deriv h ?_
    push_cast
    ring
  have hc : ((Real.exp (x ^ 2) : ℝ) : ℂ) * (gaussianResponse x - 2 * I * (dawson x : ℂ)) =
      ((Real.exp ((0 : ℝ) ^ 2) : ℝ) : ℂ) * (gaussianResponse 0 - 2 * I * (dawson 0 : ℂ)) :=
    is_const_of_deriv_eq_zero (fun y => (hg y).differentiableAt) (fun y => (hg y).deriv) x 0
  -- at zero frequency the response is a Gaussian integral
  have h0 : gaussianResponse 0 = ((√π : ℝ) : ℂ) := by
    have e : ∀ t : ℝ, dampedWave 0 t = ((Real.exp (-(1 / 4) * t ^ 2) : ℝ) : ℂ) := fun t => by
      rw [dampedWave, zero_mul, Complex.ofReal_zero, zero_mul, Complex.exp_zero, mul_one]
      congr 2
      ring
    unfold gaussianResponse
    simp only [e]
    rw [integral_complex_ofReal, integral_gaussian_Ioi, show π / (1 / 4) = 2 ^ 2 * π by ring,
      Real.sqrt_mul (by positivity), Real.sqrt_sq (by norm_num)]
    congr 1
    ring
  have hF : dawson 0 = 0 := by simp [dawson]
  have e0 : Real.exp ((0 : ℝ) ^ 2) = 1 := by norm_num
  rw [e0, h0, hF, Complex.ofReal_one, Complex.ofReal_zero] at hc
  have hE : ((Real.exp (-x ^ 2) : ℝ) : ℂ) * ((Real.exp (x ^ 2) : ℝ) : ℂ) = 1 := by
    rw [← Complex.ofReal_mul, ← Real.exp_add, neg_add_cancel, Real.exp_zero, Complex.ofReal_one]
  simp only [Complex.ofReal_mul, Complex.ofReal_ofNat]
  linear_combination ((Real.exp (-x ^ 2) : ℝ) : ℂ) * hc -
    (gaussianResponse x - 2 * I * (dawson x : ℂ)) * hE
```

## The Kramers-Kronig relation for this line

Completing the square gives the full Gaussian integral.

```lean
/-- The tilted Gaussian is integrable, with total weight `√π exp(y²)`. -/
theorem integral_tilt (y : ℝ) :
    Integrable (tilt y) ∧ ∫ u, tilt y u = √π * Real.exp (y ^ 2) := by
  have e : tilt y = fun u => Real.exp (y ^ 2) * Real.exp (-1 * (u - y) ^ 2) := by
    funext u
    rw [tilt, ← Real.exp_add]
    congr 1
    ring
  rw [e]
  refine ⟨((integrable_exp_neg_mul_sq one_pos).comp_sub_right y).const_mul _, ?_⟩
  rw [integral_const_mul, integral_sub_right_eq_self (fun u : ℝ => Real.exp (-1 * u ^ 2)) y,
    integral_gaussian, div_one, mul_comm]
```

In the next proof `hT` computes $T'$ with the same differentiation theorem. No single bound serves for every parameter now, but `4 * tilt (|y| + 1)` works on the ball of radius one about `y`. The inequality `key`, which rests on $1+a\le e^a$, shows that for every $u>0$ the paired quotient is in absolute value at most $4|y|$ times the sum of the two tilted Gaussians, which makes it integrable.

```lean
/-- The principal-value integral of a Gaussian line against `1/(x - x')`, with the points
`x' = x ± u` paired, equals `2√π F(x)`. -/
theorem dawson_principal_value (x : ℝ) :
    ∫ u in Ioi (0 : ℝ), (Real.exp (-(x - u) ^ 2) - Real.exp (-(x + u) ^ 2)) / u =
      2 * √π * dawson x := by
  have hT : ∀ y : ℝ, HasDerivAt (fun y => ∫ u in Ioi (0 : ℝ), (tilt y u - tilt (-y) u) / u)
      (2 * (√π * Real.exp (y ^ 2))) y := fun y => by
    have hi := fun z : ℝ => (integral_tilt z).1.integrableOn (s := Ioi (0 : ℝ))
    have hm : ∀ z : ℝ, Measurable fun u : ℝ => (tilt z u - tilt (-z) u) / u := fun z => by
      unfold tilt
      fun_prop
    -- the paired integrand stays bounded near the pole
    have hint : Integrable (fun u => (tilt y u - tilt (-y) u) / u)
        (volume.restrict (Ioi (0 : ℝ))) := by
      refine (((hi y).add (hi (-y))).const_mul (4 * |y|)).mono' (hm y).aestronglyMeasurable
        (ae_restrict_of_forall_mem measurableSet_Ioi fun u hu => ?_)
      have hu' : 0 < u := hu
      have key : ∀ z : ℝ, tilt z u * (1 - 4 * z * u) ≤ tilt (-z) u := fun z => by
        have e : tilt (-z) u = tilt z u * Real.exp (-(4 * z * u)) := by
          rw [tilt, tilt, ← Real.exp_add]
          congr 1
          ring
        rw [e]
        exact mul_le_mul_of_nonneg_left (by linarith [Real.add_one_le_exp (-(4 * z * u))])
          (Real.exp_pos _).le
      have k1 := key y
      have k2 := key (-y)
      rw [neg_neg] at k2
      have pa : 0 ≤ u * tilt y u := mul_nonneg hu'.le (Real.exp_pos _).le
      have pb : 0 ≤ u * tilt (-y) u := mul_nonneg hu'.le (Real.exp_pos _).le
      have q1 := mul_nonneg (by linarith [neg_abs_le y] : 0 ≤ |y| + y) pb
      have q2 := mul_nonneg (by linarith [le_abs_self y] : 0 ≤ |y| - y) pa
      have q3 := mul_nonneg (abs_nonneg y) pa
      have q4 := mul_nonneg (abs_nonneg y) pb
      change ‖(tilt y u - tilt (-y) u) / u‖ ≤ 4 * |y| * (tilt y u + tilt (-y) u)
      rw [Real.norm_eq_abs, abs_div, abs_of_pos hu', div_le_iff₀ hu', abs_le]
      constructor <;> nlinarith
    have h := (hasDerivAt_integral_of_dominated_loc_of_deriv_le
      (μ := volume.restrict (Ioi (0 : ℝ))) (F := fun z u => (tilt z u - tilt (-z) u) / u)
      (F' := fun z u => 2 * (tilt z u + tilt (-z) u))
      (bound := fun u => 4 * tilt (|y| + 1) u) (Metric.ball_mem_nhds y one_pos)
      (Eventually.of_forall fun z => (hm z).aestronglyMeasurable) hint
      (((hi y).add (hi (-y))).const_mul 2).aestronglyMeasurable
      (ae_restrict_of_forall_mem measurableSet_Ioi fun u hu z hz => by
        have hu' : 0 < u := hu
        rw [Metric.mem_ball, Real.dist_eq, abs_lt] at hz
        have mono : ∀ w : ℝ, w ≤ |y| + 1 → tilt w u ≤ tilt (|y| + 1) u := fun w hw =>
          Real.exp_le_exp.2 (by nlinarith [mul_le_mul_of_nonneg_right hw hu'.le])
        have m1 := mono z (by linarith [le_abs_self y, hz.2])
        have m2 := mono (-z) (by linarith [neg_abs_le y, hz.1])
        have p1 : 0 < tilt z u := Real.exp_pos _
        have p2 : 0 < tilt (-z) u := Real.exp_pos _
        rw [Real.norm_eq_abs, abs_of_pos (by linarith)]
        linarith)
      ((hi (|y| + 1)).const_mul 4)
      (ae_restrict_of_forall_mem measurableSet_Ioi fun u hu z _ => by
        have hu' : 0 < u := hu
        have h1 := ((((hasDerivAt_id' z).const_mul 2).mul_const u).sub_const (u ^ 2)).exp
        have h2 := ((((hasDerivAt_id' z).fun_neg.const_mul 2).mul_const u).sub_const (u ^ 2)).exp
        refine HasDerivAt.congr_deriv ((h1.fun_sub h2).div_const u) ?_
        rw [div_eq_iff hu'.ne']
        unfold tilt
        ring)).2
    refine HasDerivAt.congr_deriv h ?_
    -- the two half-line integrals join to one Gaussian integral over the whole line
    have e : ∀ u, tilt (-y) u = tilt y (-u) := fun u => by
      unfold tilt
      congr 1
      ring
    have hneg : ∫ u in Ioi (0 : ℝ), tilt (-y) u = ∫ u in Iic (0 : ℝ), tilt y u := by
      simp only [e]
      rw [integral_comp_neg_Ioi, neg_zero]
    rw [integral_const_mul, integral_add (hi y) (hi (-y)), hneg, add_comm,
      intervalIntegral.integral_Iic_add_Ioi (integral_tilt y).1.integrableOn (hi y),
      (integral_tilt y).2]
  have hJ : Continuous fun s : ℝ => Real.exp (s ^ 2) := by fun_prop
  have hd := fun y : ℝ => ((hT y).fun_sub
    ((hJ.integral_hasStrictDerivAt 0 y).hasDerivAt.const_mul (2 * √π))).congr_deriv
      (show _ = (0 : ℝ) by ring)
  have hc := is_const_of_deriv_eq_zero (fun y => (hd y).differentiableAt)
    (fun y => (hd y).deriv) x 0
  simp only [neg_zero, sub_self, zero_div, integral_zero, intervalIntegral.integral_same,
    mul_zero] at hc
  have e : ∀ u : ℝ, (Real.exp (-(x - u) ^ 2) - Real.exp (-(x + u) ^ 2)) / u =
      Real.exp (-x ^ 2) * ((tilt x u - tilt (-x) u) / u) := fun u => by
    unfold tilt
    rw [← mul_div_assoc, mul_sub, ← Real.exp_add, ← Real.exp_add]
    ring_nf
  simp only [e]
  rw [integral_const_mul, dawson]
  linear_combination Real.exp (-x ^ 2) * hc
```

The last theorem inserts the real and imaginary parts of $\chi$. It concerns this one response, not causal functions in general, and it runs only from the real part to the imaginary part. The principal value is the paired integral itself, not a limit of integrals with a gap cut out around the pole.

```lean
/-- Kramers-Kronig relation for the Gaussian response: its imaginary part is the principal-value
transform of its real part, with the points `x ± u` paired. -/
theorem kramers_kronig (x : ℝ) : (gaussianResponse x).im =
    1 / π * ∫ u in Ioi (0 : ℝ),
      ((gaussianResponse (x - u)).re - (gaussianResponse (x + u)).re) / u := by
  have hre : ∀ y, (gaussianResponse y).re = √π * Real.exp (-y ^ 2) := fun y => by
    rw [gaussianResponse_eq, Complex.add_re, Complex.ofReal_re, Complex.re_ofReal_mul,
      Complex.I_re, mul_zero, add_zero]
  have him : (gaussianResponse x).im = 2 * dawson x := by
    rw [gaussianResponse_eq, Complex.add_im, Complex.ofReal_im, Complex.im_ofReal_mul,
      Complex.I_im, mul_one, zero_add]
  simp only [hre, him, ← mul_sub, mul_div_assoc]
  rw [integral_const_mul, dawson_principal_value]
  have hs : √π * √π = π := Real.mul_self_sqrt Real.pi_pos.le
  have hp : 1 / π * π = 1 := one_div_mul_cancel Real.pi_ne_zero
  linear_combination (-2 * dawson x) * hp - (1 / π * 2 * dawson x) * hs

end

end DawsonKramersKronig
```

```lean
#print axioms DawsonKramersKronig.gaussianResponse_eq
#print axioms DawsonKramersKronig.kramers_kronig
```

```
'DawsonKramersKronig.gaussianResponse_eq' depends on axioms: [propext, Classical.choice, Quot.sound]
'DawsonKramersKronig.kramers_kronig' depends on axioms: [propext, Classical.choice, Quot.sound]
```
